# For a unit vector n, the boost generator K satisfies exp(rK) = I + sinh(r) K + (cosh(r) − 1) K²

A boost along a direction $n$ mixes time with the component of position along $n$ and leaves the transverse components alone. To write it as a single matrix in any number $d$ of space dimensions, we keep time and space apart in the indexing: one index for time, $d$ indices for space, and a real matrix made of four blocks. The direction then enters as a vector, and no axis has to be aligned with it.

## Boosts and their generator

Take units with $c=1$, so that time and length are measured alike and a light signal has speed 1. Write a spacetime vector as $(t,x)$ with $t\in\mathbb R$ and $x\in\mathbb R^d$. The generator of boosts along $n$ is

$$K=\begin{pmatrix}0&n^T\\ n&0\end{pmatrix},\qquad K(t,x)=(n\cdot x,\;t\,n).$$

If $n$ is a unit vector, the boost of rapidity $r$ along $n$ is $\exp(rK)$. Rapidity is related to the velocity $v$ along $n$ (negative for motion along $-n$) by $v=\tanh r$, so $\cosh r$ is the Lorentz factor $\gamma$ and $\sinh r$ is $\gamma v$. For a unit vector $n$, the result is

$$K^3=K,\qquad \exp(rK)=I+\sinh r\,K+(\cosh r-1)\,K^2\quad\text{for every real } r.$$

The sign is that of an active boost: for $r>0$, a particle at rest is set moving along $+n$. The coordinate change to a frame that moves along $+n$ is obtained by replacing $r$ with $-r$.

In relativistic quantum mechanics the four-momentum of a free particle transforms by this matrix. The result is about real spacetime vectors only and does not describe how spinor components transform.

## The cube of the generator

Applying $K$ twice gives

$$K^2(t,x)=K(n\cdot x,\;t\,n)=\big((n\cdot n)\,t,\;(n\cdot x)\,n\big),$$

so that

$$K^2=\begin{pmatrix}n\cdot n&0\\0&nn^T\end{pmatrix}.$$

Multiplying by $K$ once more, the time–space block is $(n\cdot n)\,n^T$ and the space–time block is $nn^Tn=(n\cdot n)\,n$. The diagonal blocks vanish. Hence, for a vector $n$ of any length,

$$K^3=(n\cdot n)\,K.$$

If $n\cdot n=1$, this is $K^3=K$. Conversely, suppose that $K^3=K$. Comparing the entries in the time column gives $(n\cdot n)\,n_i=n_i$ for every space index $i$. Either all $n_i$ vanish, or some $n_i\neq0$ can be cancelled and $n\cdot n=1$. The zero vector gives $K=0$, which generates no boost.

## From the cube to the exponential

Let $A$ be any real square matrix with $A^3=A$. In the series for $\exp(rA)$, every odd power of $A$ is $A$ and every even power from the second on is $A^2$. Collecting coefficients suggests

$$G(r)=I+\sinh r\,A+(\cosh r-1)\,A^2.$$

The equality $\exp(rA)=G(r)$ can be established without rearranging the series. First,

$$\frac{d}{ds}G(-s)=-\cosh s\,A+\sinh s\,A^2,$$

while $A^3=A$ gives

$$A\,G(-s)=A-\sinh s\,A^2+(\cosh s-1)\,A=\cosh s\,A-\sinh s\,A^2.$$

The two expressions add up to zero. By the product rule,

$$\frac{d}{ds}\big[\exp(sA)\,G(-s)\big]=\exp(sA)\Big[A\,G(-s)+\frac{d}{ds}G(-s)\Big]=0.$$

The product is therefore constant. At $s=0$ it equals $I$, so $\exp(rA)\,G(-r)=I$.

Next we multiply $G(-r)$ by $G(r)$. Powers of $A$ commute, and $A^4=A\cdot A^3=A^2$, so

$$\begin{aligned}
G(-r)\,G(r)&=\big(I+(\cosh r-1)A^2\big)^2-\sinh^2 r\,A^2\\
&=I+\big[2(\cosh r-1)+(\cosh r-1)^2-\sinh^2 r\big]A^2\\
&=I+\big[\cosh^2 r-1-\sinh^2 r\big]A^2=I.
\end{aligned}$$

Finally, $\exp(rA)=\exp(rA)\,G(-r)\,G(r)=G(r)$. Setting $A=K$ gives the formula for the boost.

## Action on a vector and the Doppler factor

For a unit vector $n$ we have $K^2(t,x)=(t,(n\cdot x)\,n)$. Adding the three terms of the formula gives

$$\exp(rK)(t,x)=\Big(\cosh r\,t+\sinh r\,(n\cdot x),\;\;x+\big[\sinh r\,t+(\cosh r-1)(n\cdot x)\big]n\Big).$$

The correction to $x$ points along $n$, so whatever part of $x$ is perpendicular to $n$ stays as it was.

Now put $t=1$ and $x=n$. The time component becomes $\cosh r+\sinh r=e^r$, and the space component becomes $(1+\sinh r+\cosh r-1)\,n=e^r n$. The light-like vector $(1,n)$ is only rescaled. Read as the direction of a light wave's four-wavevector, this says that boosting the wave along its direction of travel multiplies its frequency by $e^r=\sqrt{(1+v)/(1-v)}$.

## A boost at three fifths of the speed of light

Take $d=2$, $n=(3/5,\,4/5)$ and $r=\ln 2$. Then $\cosh r=5/4$, $\sinh r=3/4$ and $v=3/5$. The formula gives

$$\exp(rK)=I+\tfrac34K+\tfrac14K^2=\begin{pmatrix}5/4&9/20&3/5\\ 9/20&109/100&3/25\\ 3/5&3/25&29/25\end{pmatrix}.$$

Applied to $(1,\,3/5,\,4/5)$, this matrix returns $(2,\,6/5,\,8/5)$, which is the same vector multiplied by $e^r=2$. Applied to $(1,0,0)$, it returns the first column, whose space part divided by its time part is $(9/25,\,12/25)=\tfrac35\,n$, the expected velocity.

## The statement in Lean

The index type is `Unit ⊕ Fin d`. The single time index is `Sum.inl ()`, and the space indices are `Sum.inr i` with `i` running from $0$ to $d-1$. Space index 0 is thus the first space direction and not time, unlike in the usual four-vector notation.

- `boostGen n` is the matrix $K$, assembled from its four blocks. It is real and symmetric, without the factor $i$ that many texts put into the generator.
- `event t x` is the vector $(t,x)$. Despite the name, it serves for any spacetime vector, including the light-like direction $(1,n)$.
- `n ⬝ᵥ n = 1` says that $n$ is a unit vector in the Euclidean sense.
- `NormedSpace.exp` is the exponential, here of a matrix, and `*ᵥ` applies a matrix to a vector.

The main theorem, `exp_boostGen`, takes a vector `n` with `n ⬝ᵥ n = 1` and concludes both that $K^3=K$ and that the exponential formula holds for every real $r$. The dimension `d` is any natural number. For $d=0$ there is no unit vector, so the theorem has no instances. For $d=1$ we have $K^2=I$, and the formula reduces to $\cosh r\,I+\sinh r\,K$.

Two further theorems, `exp_boostGen_mulVec` and `exp_boostGen_lightlike`, state the action on $(t,x)$ and the rescaling of $(1,n)$.

The theorems treat one direction at a time. They do not address the product of boosts along different directions, and they do not state that the matrix preserves the interval $t^2-x\cdot x$. The step from the matrix to nature is the physical claim that $\exp(rK)$ relates the coordinates of the same event in two inertial frames whose relative speed is $|\tanh r|$. This comes from special relativity and is not among the hypotheses.

## The complete Lean source

```lean
import Mathlib

open Matrix
open scoped Matrix.Norms.Operator

namespace BoostGenerator

noncomputable section

variable {d : ℕ}

/-- The generator of boosts along `n`: the matrix `[[0, nᵀ], [n, 0]]` acting on one time
and `d` space coordinates. -/
def boostGen (n : Fin d → ℝ) : Matrix (Unit ⊕ Fin d) (Unit ⊕ Fin d) ℝ :=
  fromBlocks 0 (of fun _ j => n j) (of fun i _ => n i) 0

/-- The spacetime vector with time component `t` and space components `x`. -/
def event (t : ℝ) (x : Fin d → ℝ) : Unit ⊕ Fin d → ℝ :=
  Sum.elim (fun _ => t) x

/-- The generator exchanges time and space: it sends `(t, x)` to `(n · x, t n)`. -/
theorem boostGen_mulVec (n x : Fin d → ℝ) (t : ℝ) :
    boostGen n *ᵥ event t x = event (n ⬝ᵥ x) (t • n) := by
  ext i
  rcases i with i | i <;>
    simp [boostGen, event, mulVec, dotProduct, Fintype.sum_sum_type, mul_comm]

/-- The square of the generator is block diagonal, with `n · n` in the time block and the
dyad `n nᵀ` in the space block. -/
theorem boostGen_sq (n : Fin d → ℝ) :
    boostGen n ^ 2 = fromBlocks (of fun _ _ => n ⬝ᵥ n) 0 0 (vecMulVec n n) := by
  ext i j
  rcases i with i | i <;> rcases j with j | j <;>
    simp [sq, mul_apply, Fintype.sum_sum_type, boostGen, dotProduct, vecMulVec_apply]

/-- For a vector `n` of any length, the cube of the generator is `n · n` times the
generator. -/
theorem boostGen_cube (n : Fin d → ℝ) :
    boostGen n ^ 3 = (n ⬝ᵥ n) • boostGen n := by
  have h : ∀ i, ∑ k, n i * n k * n k = (n ⬝ᵥ n) * n i := by
    intro i
    rw [dotProduct, Finset.sum_mul]
    exact Finset.sum_congr rfl fun k _ => by ring
  have h3 : boostGen n ^ 3 = boostGen n ^ 2 * boostGen n := pow_succ _ 2
  rw [h3, boostGen_sq]
  ext i j
  rcases i with i | i <;> rcases j with j | j <;>
    simp [mul_apply, Fintype.sum_sum_type, boostGen, vecMulVec_apply, h]

/-- The generator equals its own cube exactly when `n` is zero or a unit vector. -/
theorem boostGen_cube_eq_self_iff (n : Fin d → ℝ) :
    boostGen n ^ 3 = boostGen n ↔ n = 0 ∨ n ⬝ᵥ n = 1 := by
  rw [boostGen_cube]
  constructor
  · intro h
    by_cases hn : n = 0
    · exact Or.inl hn
    · right
      obtain ⟨i, hi⟩ := Function.ne_iff.mp hn
      -- compare the entries in the time column at a nonzero component of `n`
      have e : (n ⬝ᵥ n) * n i = n i := by
        simpa [boostGen] using congrFun (congrFun h (Sum.inr i)) (Sum.inl ())
      exact mul_right_cancel₀ hi (by rw [one_mul]; exact e)
  · rintro (rfl | h)
    · ext i j
      rcases i with i | i <;> rcases j with j | j <;> simp [boostGen]
    · rw [h, one_smul]

/-- For every real square matrix with `A³ = A`, the exponential series of `r A` sums to
`1 + sinh r A + (cosh r - 1) A²`. -/
theorem exp_smul_of_cube_eq_self {m : Type*} [Fintype m] [DecidableEq m]
    (A : Matrix m m ℝ) (hA : A ^ 3 = A) (r : ℝ) :
    NormedSpace.exp (r • A) =
      1 + Real.sinh r • A + (Real.cosh r - 1) • A ^ 2 := by
  have h2 : A * A = A ^ 2 := (sq A).symm
  have h3 : A * A ^ 2 = A := (pow_succ' A 2).symm.trans hA
  have h3' : A ^ 2 * A = A := (pow_succ A 2).symm.trans hA
  have h4 : A ^ 2 * A ^ 2 = A ^ 2 := by
    calc A ^ 2 * A ^ 2 = A ^ 2 * (A * A) := by rw [h2]
      _ = A ^ 2 := by rw [← mul_assoc, h3', h2]
  -- the candidate for the inverse, and its derivative
  have hG : ∀ t : ℝ, HasDerivAt
      (fun s : ℝ => 1 - Real.sinh s • A + (Real.cosh s - 1) • A ^ 2)
      (-(Real.cosh t • A) + Real.sinh t • A ^ 2) t := by
    intro t
    have k1 := (Real.hasDerivAt_sinh t).smul_const A
    have k2 := ((Real.hasDerivAt_cosh t).sub_const 1).smul_const (A ^ 2)
    exact (k1.const_sub 1).fun_add k2
  -- its product with the exponential does not depend on the rapidity
  have hF : ∀ t : ℝ, HasDerivAt
      (fun s : ℝ => NormedSpace.exp (s • A) *
        (1 - Real.sinh s • A + (Real.cosh s - 1) • A ^ 2)) 0 t := by
    intro t
    have e : A * (1 - Real.sinh t • A + (Real.cosh t - 1) • A ^ 2)
        + (-(Real.cosh t • A) + Real.sinh t • A ^ 2) = 0 := by
      simp only [mul_add, mul_sub, mul_one, mul_smul_comm, h2, h3]
      module
    refine ((hasDerivAt_exp_smul_const A t).fun_mul (hG t)).congr_deriv ?_
    rw [mul_assoc, ← mul_add, e, mul_zero]
  have hc : NormedSpace.exp (r • A) *
      (1 - Real.sinh r • A + (Real.cosh r - 1) • A ^ 2) = 1 := by
    have h := is_const_of_deriv_eq_zero (fun t => (hF t).differentiableAt)
      (fun t => (hF t).deriv) r 0
    simpa using h
  -- opposite rapidities cancel, by `cosh² - sinh² = 1`
  have hinv : (1 - Real.sinh r • A + (Real.cosh r - 1) • A ^ 2) *
      (1 + Real.sinh r • A + (Real.cosh r - 1) • A ^ 2) = 1 := by
    simp only [mul_add, add_mul, sub_mul, mul_one, one_mul, smul_mul_assoc,
      mul_smul_comm, h2, h3, h3', h4]
    linear_combination (norm := module) (Real.cosh_sq r) • A ^ 2
  calc NormedSpace.exp (r • A)
      = NormedSpace.exp (r • A) *
        ((1 - Real.sinh r • A + (Real.cosh r - 1) • A ^ 2) *
          (1 + Real.sinh r • A + (Real.cosh r - 1) • A ^ 2)) := by rw [hinv, mul_one]
    _ = 1 + Real.sinh r • A + (Real.cosh r - 1) • A ^ 2 := by
        rw [← mul_assoc, hc, one_mul]

/-- For a unit vector `n` the boost generator `K` satisfies `K³ = K`, and the boost of
rapidity `r` is `exp (r K) = 1 + sinh r K + (cosh r - 1) K²`. -/
theorem exp_boostGen (n : Fin d → ℝ) (hn : n ⬝ᵥ n = 1) :
    boostGen n ^ 3 = boostGen n ∧
    ∀ r : ℝ, NormedSpace.exp (r • boostGen n) =
      1 + Real.sinh r • boostGen n + (Real.cosh r - 1) • boostGen n ^ 2 := by
  have h := (boostGen_cube_eq_self_iff n).mpr (Or.inr hn)
  exact ⟨h, exp_smul_of_cube_eq_self _ h⟩

/-- The boost of rapidity `r` along a unit vector `n`, applied to the event `(t, x)`, in
terms of `t`, `x` and the component `n · x`. -/
theorem exp_boostGen_mulVec (n x : Fin d → ℝ) (hn : n ⬝ᵥ n = 1) (r t : ℝ) :
    NormedSpace.exp (r • boostGen n) *ᵥ event t x =
      event (Real.cosh r * t + Real.sinh r * (n ⬝ᵥ x))
        (x + (Real.sinh r * t + (Real.cosh r - 1) * (n ⬝ᵥ x)) • n) := by
  rw [(exp_boostGen n hn).2 r, add_mulVec, add_mulVec, one_mulVec, smul_mulVec,
    smul_mulVec, sq, ← mulVec_mulVec, boostGen_mulVec, boostGen_mulVec,
    dotProduct_smul, hn]
  ext i
  rcases i with i | i <;>
    simp only [event, Sum.elim_inl, Sum.elim_inr, Pi.add_apply, Pi.smul_apply,
      smul_eq_mul] <;> ring

/-- A boost of rapidity `r` along a unit vector `n` multiplies the light-like vector
`(1, n)` by the Doppler factor `e^r`. -/
theorem exp_boostGen_lightlike (n : Fin d → ℝ) (hn : n ⬝ᵥ n = 1) (r : ℝ) :
    NormedSpace.exp (r • boostGen n) *ᵥ event 1 n = Real.exp r • event 1 n := by
  rw [exp_boostGen_mulVec n n hn, hn, ← Real.cosh_add_sinh]
  ext i
  rcases i with i | i <;>
    simp only [event, Sum.elim_inl, Sum.elim_inr, Pi.add_apply, Pi.smul_apply,
      smul_eq_mul] <;> ring

end

end BoostGenerator
```

```lean
#print axioms BoostGenerator.exp_boostGen
#print axioms BoostGenerator.exp_boostGen_lightlike
```

```
'BoostGenerator.exp_boostGen' depends on axioms: [propext, Classical.choice, Quot.sound]
'BoostGenerator.exp_boostGen_lightlike' depends on axioms: [propext, Classical.choice, Quot.sound]
```

## How the Lean proof is built

**Block computations.** `boostGen_mulVec` and `boostGen_sq` are the formulas for $K(t,x)$ and $K^2$. Both are proved entry by entry: `ext` reduces an equality of vectors or matrices to its entries, `rcases` separates time indices from space indices, and `simp` evaluates the sums.

`boostGen_cube` writes $K^3$ as $K^2K$ and inserts the known square. Its auxiliary fact `h` is the identity $\sum_k n_in_kn_k=(n\cdot n)\,n_i$, which is the step $nn^Tn=(n\cdot n)\,n$ in components.

**The condition on the length.** In `boostGen_cube_eq_self_iff`, the forward direction assumes $n\neq0$ and picks an index `i` with a nonzero component. The fact `e` is the equality of entries in the time column, $(n\cdot n)\,n_i=n_i$, and `mul_right_cancel₀` cancels $n_i$. The reverse direction checks the zero vector and the unit vector separately.

**The exponential.** `exp_smul_of_cube_eq_self` carries the analytic part, for any real square matrix `A` with `A ^ 3 = A`. It begins by recording the products of $A$ and $A^2$ that are needed, including $A^2A^2=A^2$. The rest follows the derivation above:

- `hG` differentiates $G(-s)$, which is written out in the code as `1 - Real.sinh s • A + (Real.cosh s - 1) • A ^ 2`.
- `hF` shows that $\exp(sA)\,G(-s)$ has derivative zero. Inside it, `e` is the cancellation between $A\,G(-t)$ and the derivative of $G(-s)$ at $s=t$.
- `hc` compares the values at $r$ and at $0$ through `is_const_of_deriv_eq_zero` and obtains $\exp(rA)\,G(-r)=I$.
- `hinv` is $G(-r)\,G(r)=I$. After the products are expanded, `linear_combination` closes the goal with `Real.cosh_sq r`, the identity $\cosh^2r=\sinh^2r+1$, multiplied by $A^2$.

The closing `calc` inserts $G(-r)\,G(r)$ to the right of the exponential and regroups the factors.

**The boost.** `exp_boostGen` obtains $K^3=K$ from the unit-length hypothesis and passes it to the general lemma. `exp_boostGen_mulVec` then distributes the three terms over the vector and treats $K^2$ as $K$ applied twice, so that `boostGen_mulVec` is used two times. What remains is an identity between components, which `ring` settles.

`exp_boostGen_lightlike` is the case $t=1$, $x=n$, with $e^r$ rewritten as $\cosh r+\sinh r$.
